# With the overlap response included, first-order mixing does not depend on the zero of energy

Does the mixing of two levels by a perturbation depend on the zero of energy? The first-order formula for the mixing contains the energies of the levels. After the zero has been moved by $c$, the general theorems below take these energies to be numbers that solve the shifted eigenvalue equations, and the rule $e\to e+c$ is derived.

The question arises in PAW and ultrasoft pseudopotential calculations, where the states solve $Hv=eSv$ with an overlap matrix $S$. When an atom moves, its augmentation functions move with it, so both matrices change. With a perturbation parameter $x$, write

$$H(x)=H_0+xH_1+\dots,\qquad S(x)=S_0+xS_1+\dots$$

A constant potential $c$ adds $cS$ to $H$, not $c$ times the unit matrix. It should have no effect on the states. For two orthonormal levels of different energy, the first-order mixing coefficient indeed stays the same if $S_1$ is kept in the formula. If $S_1$ is left out, the coefficient in general varies with $c$. This bears on linear-response calculations such as those for phonons, within a model of finite matrices in which $H_1$ and $S_1$ are given and no self-consistent response is computed.

## Matrix elements and a pair of levels

The states are vectors of complex coefficients in a finite basis, whose index set is `ι`.

```lean
import Mathlib

open Matrix

namespace OverlapPerturbationShift

variable {ι : Type*} [Fintype ι]
```

The matrix element of an operator $A$ between vectors $u$ and $v$ is

$$\langle u,Av\rangle=\sum_{i,j}u_i^*A_{ij}v_j .$$

It is written `elem u A v` in Lean, with the complex conjugate on the first vector, as in $\langle u|A|v\rangle$.

```lean
/-- The matrix element `⟨u, A v⟩`. -/
def elem (u : ι → ℂ) (A : Matrix ι ι ℂ) (v : ι → ℂ) : ℂ :=
  star u ⬝ᵥ (A *ᵥ v)
```

Let $n$ and $m$ be two unperturbed states with energies $e_n$ and $e_m$. They satisfy

$$H_0n=e_nS_0n,\qquad H_0m=e_mS_0m,$$
$$\langle n,S_0n\rangle=\langle m,S_0m\rangle=1,\qquad \langle m,S_0n\rangle=0 .$$

The structure `IsLevelPair` collects these five equations, with `vn` and `vm` for the vectors $n$ and $m$. The matrices are not required to be Hermitian, the overlap is not required to be positive definite, and the energies may be complex. The physical case, with Hermitian matrices and real energies, is included.

```lean
/-- Two vectors `vn`, `vm` that solve the generalized eigenvalue problem `H v = e S v` with
energies `en`, `em` and are orthonormal with respect to the overlap `S`. -/
structure IsLevelPair (H S : Matrix ι ι ℂ) (en em : ℂ) (vn vm : ι → ℂ) : Prop where
  eig_n : H *ᵥ vn = en • (S *ᵥ vn)
  eig_m : H *ᵥ vm = em • (S *ᵥ vm)
  norm_n : elem vn S vn = 1
  norm_m : elem vm S vm = 1
  orth : elem vm S vn = 0
```

## The mixing coefficient

The formula for the coefficient comes from expanding the eigenvalue equation to first order. Let $n^{(1)}$ and $e_n^{(1)}$ be the first derivatives of the state and of its energy at $x=0$. The terms linear in $x$ give

$$(H_0-e_nS_0)\,n^{(1)}=-(H_1-e_nS_1)\,n+e_n^{(1)}S_0n .$$

Now take the product with $m$ from the left. For Hermitian $H_0$ and $S_0$ and real $e_m$, the left side becomes $(e_m-e_n)\langle m,S_0n^{(1)}\rangle$. The last term on the right vanishes because $\langle m,S_0n\rangle=0$. Hence, for $e_n\neq e_m$,

$$\langle m,S_0n^{(1)}\rangle=\frac{\langle m,(H_1-e_nS_1)\,n\rangle}{e_n-e_m}.$$

In Lean the right-hand side is taken as the definition of `mixing`. Its identification with a component of the derivative of an actual perturbed eigenvector is the step from the model to the physical setting, and it rests on the expansion above. The matrices `H1` and `S1` are derivatives with respect to $x$ and do not contain the factor $x$.

Setting the argument `S1` to zero gives the truncated coefficient $\langle m,H_1n\rangle/(e_n-e_m)$, in which the change of the overlap has been forgotten.

```lean
/-- The first-order coefficient `⟨m, (H1 - e_n S1) n⟩ / (e_n - e_m)` with which level `m` is
mixed into level `n`, for `e_n ≠ e_m`. Setting `S1 = 0` drops the change of the overlap. -/
noncomputable def mixing (H1 S1 : Matrix ι ι ℂ) (en em : ℂ) (vn vm : ι → ℂ) : ℂ :=
  elem vm (H1 - en • S1) vn / (en - em)
```

## Linearity in the operator

The calculations below split matrix elements of sums and differences. For any matrices $A$ and $B$ and any number $c$,

$$\langle u,(A+cB)v\rangle=\langle u,Av\rangle+c\,\langle u,Bv\rangle .$$

The factor $c$ comes out without conjugation because it stands on the side of the second vector.

```lean
/-- Matrix elements are linear in the operator: the case of a sum `A + c B`. -/
theorem elem_add_smul (u v : ι → ℂ) (A B : Matrix ι ι ℂ) (c : ℂ) :
    elem u (A + c • B) v = elem u A v + c * elem u B v := by
  simp only [elem, Matrix.add_mulVec, Matrix.smul_mulVec, dotProduct_add, dotProduct_smul,
    smul_eq_mul]
```

In the same way,

$$\langle u,(A-cB)v\rangle=\langle u,Av\rangle-c\,\langle u,Bv\rangle .$$

```lean
/-- Matrix elements are linear in the operator: the case of a difference `A - c B`. -/
theorem elem_sub_smul (u v : ι → ℂ) (A B : Matrix ι ι ℂ) (c : ℂ) :
    elem u (A - c • B) v = elem u A v - c * elem u B v := by
  simp only [elem, Matrix.sub_mulVec, Matrix.smul_mulVec, dotProduct_sub, dotProduct_smul,
    smul_eq_mul]
```

## What a shift does to the energies

Suppose that $Hv=eSv$ and $\langle v,Sv\rangle=1$. Taking the product of the eigenvalue equation with $v$ gives

$$\langle v,Hv\rangle=e\,\langle v,Sv\rangle=e .$$

A normalized eigenvector therefore determines its own energy. The proof makes the same two substitutions: `rw` inserts the eigenvalue equation `he` and then the normalization `hv`.

```lean
/-- The energy of an eigenvector normalized with the overlap `S` is the expectation value
of `H`. -/
theorem energy_eq {H S : Matrix ι ι ℂ} {e : ℂ} {v : ι → ℂ}
    (he : H *ᵥ v = e • (S *ᵥ v)) (hv : elem v S v = 1) : elem v H v = e := by
  unfold elem at *
  rw [he, dotProduct_smul, hv, smul_eq_mul, mul_one]
```

Next, add $cS_0$ to the Hamiltonian. The vector $n$ remains an eigenvector, since

$$(H_0+cS_0)\,n=e_nS_0n+cS_0n=(e_n+c)\,S_0n ,$$

and the same holds for $m$. The overlap has not changed, so the three orthonormality relations carry over as they stand. The pair $n,m$ is thus a level pair of the shifted problem with energies $e_n+c$ and $e_m+c$.

```lean
variable {H0 S0 : Matrix ι ι ℂ} {en em en' em' c : ℂ} {vn vm : ι → ℂ}

/-- Replacing `H0` by `H0 + c S0` keeps the two eigenvectors and raises both energies by `c`. -/
theorem IsLevelPair.shift (h : IsLevelPair H0 S0 en em vn vm) (c : ℂ) :
    IsLevelPair (H0 + c • S0) S0 (en + c) (em + c) vn vm where
  eig_n := by rw [Matrix.add_mulVec, Matrix.smul_mulVec, h.eig_n, add_smul]
  eig_m := by rw [Matrix.add_mulVec, Matrix.smul_mulVec, h.eig_m, add_smul]
  norm_n := h.norm_n
  norm_m := h.norm_m
  orth := h.orth
```

Now let $e_n'$ and $e_m'$ be any energies with which the same two vectors form a level pair of $H_0+cS_0$. Both $e_n'$ and $e_n+c$ equal the expectation value of the shifted Hamiltonian in the state $n$:

$$e_n'=\langle n,(H_0+cS_0)\,n\rangle=e_n+c .$$

The same argument gives $e_m'=e_m+c$. In Lean the primed energies enter through the hypothesis `h'`, which contains the shifted eigenvalue equations and says nothing about $e+c$. The proof applies `energy_eq` twice for each level and joins the two results with `trans`. Since `IsLevelPair.shift` supplies energies that satisfy `h'`, this hypothesis places no further restriction on the original pair.

```lean
/-- If two vectors form an orthonormal level pair of `H0` and also of `H0 + c S0`, both with the
overlap `S0`, then their energies in the second problem are those in the first plus `c`. -/
theorem shifted_energies (h : IsLevelPair H0 S0 en em vn vm)
    (h' : IsLevelPair (H0 + c • S0) S0 en' em' vn vm) : en' = en + c ∧ em' = em + c := by
  have hs := h.shift c
  exact ⟨(energy_eq h'.eig_n h'.norm_n).symm.trans (energy_eq hs.eig_n hs.norm_n),
    (energy_eq h'.eig_m h'.norm_m).symm.trans (energy_eq hs.eig_m hs.norm_m)⟩
```

## Invariance of the full coefficient

The shift may itself depend on the perturbation, for example when the convention for the average potential of a crystal gives a slightly different constant after an atom has moved. Let the shift be $c+c_1x$, where $c_1$ is its rate of change. To first order,

$$(c+c_1x)(S_0+xS_1)=cS_0+x\,(cS_1+c_1S_0)+\dots$$

The unperturbed Hamiltonian becomes $H_0+cS_0$, and its derivative becomes $H_1+cS_1+c_1S_0$. A constant shift is the case $c_1=0$.

The numerator of the shifted coefficient contains the shifted energy $e_n'=e_n+c$:

$$\begin{aligned}
&\langle m,(H_1+cS_1+c_1S_0-(e_n+c)S_1)\,n\rangle\\
&\quad=\langle m,H_1n\rangle+c\,\langle m,S_1n\rangle+c_1\langle m,S_0n\rangle-(e_n+c)\langle m,S_1n\rangle\\
&\quad=\langle m,H_1n\rangle-e_n\langle m,S_1n\rangle .
\end{aligned}$$

The constant $c$ cancels between the shifted Hamiltonian and the shifted energy, and the term with $c_1$ vanishes by orthogonality. The denominator is unchanged as well:

$$e_n'-e_m'=(e_n+c)-(e_m+c)=e_n-e_m\neq0 .$$

The theorem `mixing_shift_invariant` states both facts: the shifted energies differ, and the two coefficients are equal. The first part matters because Lean gives division by zero the value zero, and an equality between two such values would have no physical content.

In the proof, `obtain ⟨rfl, rfl⟩` replaces the primed energies by $e_n+c$ and $e_m+c$. The intermediate statement `hnum` is the calculation of the numerator: `simp only` expands it by linearity and inserts the orthogonality `h.orth`, and `ring` carries out the cancellation. The final rewriting cancels $c$ in the denominator.

```lean
/-- For two orthonormal levels of different energy, adding `(c + c1 x) (S0 + x S1)` to the
Hamiltonian `H0 + x H1` keeps the energies different and leaves the first-order mixing
coefficient unchanged. The case `c1 = 0` is the shift from `H` to `H + c S`. -/
theorem mixing_shift_invariant (h : IsLevelPair H0 S0 en em vn vm)
    (h' : IsLevelPair (H0 + c • S0) S0 en' em' vn vm) (hne : en ≠ em)
    (H1 S1 : Matrix ι ι ℂ) (c1 : ℂ) :
    en' ≠ em' ∧
      mixing (H1 + c • S1 + c1 • S0) S1 en' em' vn vm = mixing H1 S1 en em vn vm := by
  obtain ⟨rfl, rfl⟩ := shifted_energies h h'
  refine ⟨fun h0 => hne (add_right_cancel h0), ?_⟩
  -- the shift of `H1` cancels against the shift of `e_n`, and `S0` does not couple `m` to `n`
  have hnum : elem vm (H1 + c • S1 + c1 • S0 - (en + c) • S1) vn
      = elem vm (H1 - en • S1) vn := by
    simp only [elem_add_smul, elem_sub_smul, h.orth]
    ring
  unfold mixing
  rw [hnum, add_sub_add_right_eq_sub]
```

## The coefficient without the overlap response

Suppose now that the Hamiltonian is shifted by a constant $c$ and that the term $-e_n'S_1$, with the shifted energy $e_n'=e_n+c$, is missing from the formula. The derivative of the shifted Hamiltonian is $H_1+cS_1$, because the added term $cS$ changes with the overlap. The truncated coefficient is then

$$\frac{\langle m,(H_1+cS_1)\,n\rangle}{e_n'-e_m'}=\frac{\langle m,H_1n\rangle}{e_n-e_m}+c\,\frac{\langle m,S_1n\rangle}{e_n-e_m}.$$

It is a straight line in $c$ with slope $\langle m,S_1n\rangle/(e_n-e_m)$. What has been dropped is the whole term $e_n'S_1$ in the formula; the part $cS_1$ of the Hamiltonian's derivative is still present. In Lean this is the expression `mixing (H1 + c • S1) 0 en' em' vn vm`, where the zero stands in the place of `S1`. The proof again inserts the shifted energies, expands the numerator by linearity, and separates the two fractions with `ring`.

```lean
/-- If `S1` is dropped from the formula, the coefficient of two orthonormal levels of different
energy depends linearly on the shift `c`, with slope `⟨m, S1 n⟩ / (e_n - e_m)`. -/
theorem truncated_mixing_shift (h : IsLevelPair H0 S0 en em vn vm)
    (h' : IsLevelPair (H0 + c • S0) S0 en' em' vn vm) (hne : en ≠ em)
    (H1 S1 : Matrix ι ι ℂ) :
    en' ≠ em' ∧ mixing (H1 + c • S1) 0 en' em' vn vm
      = mixing H1 0 en em vn vm + c * (elem vm S1 vn / (en - em)) := by
  obtain ⟨rfl, rfl⟩ := shifted_energies h h'
  refine ⟨fun h0 => hne (add_right_cancel h0), ?_⟩
  simp only [mixing, smul_zero, sub_zero, elem_add_smul, add_sub_add_right_eq_sub]
  ring
```

The truncated coefficient can still be right for particular shifts. To find them, compare it with the full coefficient. Their denominators are the same nonzero number, so the coefficients agree exactly when the numerators do:

$$\langle m,H_1n\rangle+c\,\langle m,S_1n\rangle=\langle m,H_1n\rangle-e_n\langle m,S_1n\rangle .$$

This is the same as

$$(c+e_n)\,\langle m,S_1n\rangle=0 .$$

Either $c=-e_n$, or $S_1$ does not couple the two levels. In the first case the shifted energy $e_n'$ is zero, and the omitted term $e_n'S_1$ vanishes. That choice of $c$ is tied to the level $n$, so one constant cannot serve two levels of different energy if $S_1$ couples them in both directions.

The Lean statement compares the truncated coefficient after the shift with the full coefficient before it. By the invariance theorem, the latter is also the full coefficient after the shift. In the proof, `div_left_inj'` removes the common denominator, and `mul_eq_zero` splits the vanishing product into the two cases. The converse treats each case with `linear_combination`.

```lean
/-- For two orthonormal levels of different energy, the formula without `S1`, used after a shift
by `c`, gives the correct coefficient exactly when the shift puts `e_n` at zero or `S1` does not
couple the two levels. -/
theorem truncated_mixing_correct_iff (h : IsLevelPair H0 S0 en em vn vm)
    (h' : IsLevelPair (H0 + c • S0) S0 en' em' vn vm) (hne : en ≠ em)
    (H1 S1 : Matrix ι ι ℂ) :
    mixing (H1 + c • S1) 0 en' em' vn vm = mixing H1 S1 en em vn vm
      ↔ c = -en ∨ elem vm S1 vn = 0 := by
  obtain ⟨rfl, rfl⟩ := shifted_energies h h'
  have hd : en - em ≠ 0 := sub_ne_zero.mpr hne
  simp only [mixing, smul_zero, sub_zero, elem_add_smul, elem_sub_smul,
    add_sub_add_right_eq_sub]
  rw [div_left_inj' hd]
  constructor
  · intro hh
    -- the error of the truncated numerator is `(c + e_n) ⟨m, S1 n⟩`
    have hz : (c + en) * elem vm S1 vn = 0 := by linear_combination hh
    rcases mul_eq_zero.mp hz with h1 | h1
    · left
      linear_combination h1
    · exact Or.inr h1
  · rintro (hc | hs)
    · linear_combination elem vm S1 vn * hc
    · linear_combination (c + en) * hs
```

## Two levels coupled only through the overlap

Take a system with two basis states and

$$H_0=\begin{pmatrix}0&0\\0&1\end{pmatrix},\quad S_0=\begin{pmatrix}1&0\\0&1\end{pmatrix},\quad H_1=0,\quad S_1=\sigma_x=\begin{pmatrix}0&1\\1&0\end{pmatrix}.$$

The lower state is $n=(1,0)$ with $e_n=0$, and the upper state is $m=(0,1)$ with $e_m=1$. Both are normalized, and they are orthogonal. The Lean proof checks the two eigenvalue equations component by component and evaluates the three overlaps as finite sums.

```lean
/-- The unit vectors are orthonormal levels of `H0 = diag(0, 1)` with `S0 = 1`, with
energies 0 and 1. -/
theorem isLevelPair_witness :
    IsLevelPair !![(0 : ℂ), 0; 0, 1] 1 0 1 ![1, 0] ![0, 1] where
  eig_n := by
    ext i
    fin_cases i <;> simp [Matrix.mulVec, dotProduct, Fin.sum_univ_two]
  eig_m := by
    ext i
    fin_cases i <;> simp [Matrix.mulVec, dotProduct, Fin.sum_univ_two]
  norm_n := by simp [elem, dotProduct, Fin.sum_univ_two]
  norm_m := by simp [elem, dotProduct, Fin.sum_univ_two]
  orth := by simp [elem, dotProduct, Fin.sum_univ_two]
```

After a shift by $c$ the energies are $c$ and $1+c$, and their difference $e_n'-e_m'$ is $-1$. The derivative of the Hamiltonian is $c\sigma_x$, and $\langle m,\sigma_xn\rangle=1$. Without $S_1$ the coefficient is

$$\frac{c}{-1}=-c ,$$

which has slope $-1$. With $S_1$ it is

$$\frac{c-c\cdot1}{-1}=0 .$$

The value zero agrees with the perturbed problem itself. Here $H_0n=0$, so $(H_0+cS(x))\,n=c\,S(x)\,n$ for every $x$, and the lower state does not change at all. The truncated formula nevertheless reports a mixing that grows in proportion to $c$.

The theorem `two_level_slope` contains the two values of the coefficient. The shifted energies are entered directly as `c` and `1 + c`; they are the ones that `IsLevelPair.shift` gives for this pair. The auxiliary statements `hd`, `hs` and `h0` record the energy difference, the matrix element of $\sigma_x$ and the vanishing matrix element of $H_1$. After they have been inserted, `ring` finishes both calculations.

```lean
/-- Take `n = (1, 0)` and `m = (0, 1)` with the energies `c` and `1 + c`, and let the derivative of
the Hamiltonian be `0 + c σ_x` and that of the overlap `σ_x`. The coefficient without the overlap
term is `-c`, of slope -1, while the full coefficient is zero. -/
theorem two_level_slope (c : ℂ) :
    mixing (0 + c • !![(0 : ℂ), 1; 1, 0]) 0 c (1 + c) ![1, 0] ![0, 1] = -c ∧
      mixing (0 + c • !![(0 : ℂ), 1; 1, 0]) !![(0 : ℂ), 1; 1, 0] c (1 + c)
        ![1, 0] ![0, 1] = 0 := by
  have hd : c - (1 + c) = -1 := by ring
  have hs : elem ![0, 1] !![(0 : ℂ), 1; 1, 0] ![1, 0] = 1 := by
    simp [elem, Matrix.mulVec, dotProduct, Fin.sum_univ_two]
  have h0 : elem ![0, 1] (0 : Matrix (Fin 2) (Fin 2) ℂ) ![1, 0] = 0 := by
    simp [elem]
  unfold mixing
  rw [hd]
  simp only [elem_sub_smul, elem_add_smul, hs, h0]
  constructor <;> ring

end OverlapPerturbationShift
```

```lean
#print axioms OverlapPerturbationShift.mixing_shift_invariant
-- 'OverlapPerturbationShift.mixing_shift_invariant' depends on axioms: [propext, Classical.choice, Quot.sound]
#print axioms OverlapPerturbationShift.truncated_mixing_shift
-- 'OverlapPerturbationShift.truncated_mixing_shift' depends on axioms: [propext, Classical.choice, Quot.sound]
#print axioms OverlapPerturbationShift.truncated_mixing_correct_iff
-- 'OverlapPerturbationShift.truncated_mixing_correct_iff' depends on axioms: [propext, Classical.choice, Quot.sound]
#print axioms OverlapPerturbationShift.two_level_slope
-- 'OverlapPerturbationShift.two_level_slope' depends on axioms: [propext, Classical.choice, Quot.sound]
```
